# For Hermitian Z, the maximum of tr(A†ZA) over A with m orthonormal columns is the sum of the m largest eigenvalues

When Wannier functions are built from entangled bands, the subspace at one k-point can be updated by diagonalising a Hermitian matrix Z made from the neighbouring subspaces and keeping the m eigenvectors with the largest eigenvalues. With the neighbours held fixed, this choice makes that k-point's contribution to the gauge-invariant part of the Wannier spread as small as possible, because it makes tr(A†ZA) as large as possible over all matrices A with m orthonormal columns.

```lean
import Mathlib

open Matrix

namespace SubspaceSelection

noncomputable section

variable {ι κ β : Type*} [Fintype ι] [Fintype κ] [Fintype β] {m : ℕ}

/-- The gain `Re tr(A† Z A)` of the trial states given by the columns of `A`. -/
def subspaceGain (Z : Matrix κ κ ℂ) (A : Matrix κ (Fin m) ℂ) : ℝ :=
  (Aᴴ * Z * A).trace.re

/-- The weighted sum `∑ b, w b B_b B_b†` built from the neighbouring frames `B b`. -/
def neighbourMatrix (w : β → ℝ) (B : β → Matrix ι (Fin m) ℂ) : Matrix ι ι ℂ :=
  ∑ b, (w b : ℂ) • (B b * (B b)ᴴ)

/-- The spread at one k-point, `∑ b, w b (m - ∑ |(A† B_b)_ij|²)`, with the neighbouring
frames `B b` held fixed. -/
def spread (w : β → ℝ) (B : β → Matrix ι (Fin m) ℂ) (A : Matrix ι (Fin m) ℂ) : ℝ :=
  ∑ b, w b * ((m : ℝ) - ∑ i, ∑ j, Complex.normSq ((Aᴴ * B b) i j))

/-- For Hermitian `Z` the trace `tr(A† Z A)` is real and equals the gain. -/
theorem trace_eq_gain {Z : Matrix ι ι ℂ} (hZ : Z.IsHermitian) (A : Matrix ι (Fin m) ℂ) :
    (Aᴴ * Z * A).trace = (subspaceGain Z A : ℂ) := by
  have h : (Aᴴ * Z * A)ᴴ = Aᴴ * Z * A := by
    simp only [conjTranspose_mul, conjTranspose_conjTranspose, hZ.eq, Matrix.mul_assoc]
  have ht := trace_conjTranspose (Aᴴ * Z * A)
  rw [h] at ht
  exact (Complex.conj_eq_iff_re.mp ht.symm).symm

/-- The gain is unchanged when the selected states are mixed by a unitary matrix `W`. -/
theorem gain_gauge_invariant (Z : Matrix ι ι ℂ) (A : Matrix ι (Fin m) ℂ)
    (W : Matrix (Fin m) (Fin m) ℂ) (hW : W * Wᴴ = 1) :
    subspaceGain Z (A * W) = subspaceGain Z A := by
  have h : (A * W)ᴴ * Z * (A * W) = Wᴴ * ((Aᴴ * Z * A) * W) := by
    simp only [conjTranspose_mul, Matrix.mul_assoc]
  unfold subspaceGain
  rw [h, trace_mul_comm, Matrix.mul_assoc, hW, Matrix.mul_one]

/-- A diagonal entry of `M M†` is the squared norm of the corresponding row of `M`. -/
theorem row_norm {α : Type*} (M : Matrix α κ ℂ) (k : α) :
    (M * Mᴴ) k k = ((∑ a, Complex.normSq (M k a) : ℝ) : ℂ) := by
  simp only [Matrix.mul_apply, conjTranspose_apply, Complex.star_def, Complex.mul_conj,
    Complex.ofReal_sum]

/-- If the columns of `C` are orthonormal, each row of `C` has squared norm at most one. -/
theorem weight_le_one (C : Matrix κ (Fin m) ℂ) (hC : Cᴴ * C = 1) (k : κ) :
    ∑ a, Complex.normSq (C k a) ≤ 1 := by
  -- `C C†` is a Hermitian projector
  have hP : (C * Cᴴ) * (C * Cᴴ)ᴴ = C * Cᴴ := by
    calc (C * Cᴴ) * (C * Cᴴ)ᴴ = C * (Cᴴ * C) * Cᴴ := by
          simp only [conjTranspose_mul, conjTranspose_conjTranspose, Matrix.mul_assoc]
      _ = C * Cᴴ := by rw [hC, Matrix.mul_one]
  have h1 := row_norm (C * Cᴴ) k
  rw [hP, row_norm C k] at h1
  have h2 := Complex.ofReal_injective h1
  have h3 : Complex.normSq ((C * Cᴴ) k k) ≤ ∑ l, Complex.normSq ((C * Cᴴ) k l) :=
    Finset.single_le_sum (f := fun l => Complex.normSq ((C * Cᴴ) k l))
      (fun l _ => Complex.normSq_nonneg _) (Finset.mem_univ k)
  rw [← h2, row_norm C k, Complex.normSq_ofReal] at h3
  by_contra hlt
  nlinarith [not_le.mp hlt]

/-- Weights between zero and one with total `m`, placed on decreasing levels, give at most
the sum of the first `m` levels. -/
theorem weighted_levels_le {N : ℕ} (hm : m ≤ N) (lam p : Fin N → ℝ) (hl : Antitone lam)
    (h0 : ∀ k, 0 ≤ p k) (h1 : ∀ k, p k ≤ 1) (hs : ∑ k, p k = m) :
    ∑ k, lam k * p k ≤ ∑ i : Fin m, lam (Fin.castLE hm i) := by
  -- a threshold separating the first `m` levels from the rest
  obtain ⟨c, hc1, hc2⟩ : ∃ c : ℝ, (∀ k : Fin N, k.val < m → c ≤ lam k) ∧
      (∀ k : Fin N, ¬ k.val < m → lam k ≤ c) := by
    by_cases h : m < N
    · exact ⟨lam ⟨m, h⟩, fun k hk => hl (Fin.le_def.mpr hk.le),
        fun k hk => hl (Fin.le_def.mpr (not_lt.mp hk))⟩
    · refine ⟨-∑ k, |lam k|, fun k _ => ?_, fun k hk => absurd k.isLt (by omega)⟩
      have := Finset.single_le_sum (f := fun k => |lam k|)
        (fun l _ => abs_nonneg _) (Finset.mem_univ k)
      linarith [neg_abs_le (lam k)]
  have hsum : ∑ k : Fin N, (if k.val < m then lam k - c else 0)
      = ∑ i : Fin m, (lam (Fin.castLE hm i) - c) := by
    obtain ⟨d, rfl⟩ := Nat.exists_eq_add_of_le hm
    have hz : ∑ i : Fin d, (if (Fin.natAdd m i).val < m
        then lam (Fin.natAdd m i) - c else 0) = 0 :=
      Finset.sum_eq_zero fun i _ => if_neg (by simp)
    rw [Fin.sum_univ_add, hz, add_zero]
    exact Finset.sum_congr rfl fun i _ => if_pos i.isLt
  calc ∑ k, lam k * p k
      ≤ ∑ k : Fin N, ((if k.val < m then lam k - c else 0) + c * p k) := by
        refine Finset.sum_le_sum fun k _ => ?_
        split_ifs with hk
        · nlinarith [mul_nonneg (sub_nonneg.mpr (hc1 k hk)) (sub_nonneg.mpr (h1 k))]
        · nlinarith [mul_nonneg (sub_nonneg.mpr (hc2 k hk)) (h0 k)]
    _ = ∑ i : Fin m, lam (Fin.castLE hm i) := by
        rw [Finset.sum_add_distrib, hsum, ← Finset.mul_sum, hs, Finset.sum_sub_distrib]
        simp only [Finset.sum_const, Finset.card_univ, Fintype.card_fin, nsmul_eq_mul]
        ring

/-- A Hermitian matrix is diagonalised by a unitary matrix whose columns are ordered by
decreasing eigenvalue. -/
theorem ordered_diagonalisation [DecidableEq ι] {Z : Matrix ι ι ℂ} (hZ : Z.IsHermitian) :
    ∃ V : Matrix ι (Fin (Fintype.card ι)) ℂ, Vᴴ * V = 1 ∧ V * Vᴴ = 1 ∧
      Vᴴ * Z * V = diagonal fun k => (hZ.eigenvalues₀ k : ℂ) := by
  obtain ⟨e, he⟩ : ∃ e : Fin (Fintype.card ι) ≃ ι,
      ∀ k, hZ.eigenvalues (e k) = hZ.eigenvalues₀ k :=
    ⟨Fintype.equivOfCardEq (Fintype.card_fin _), fun k => by
      simp [Matrix.IsHermitian.eigenvalues]⟩
  let U : Matrix ι ι ℂ := hZ.eigenvectorUnitary
  have hU1 : Uᴴ * U = 1 := mem_unitaryGroup_iff'.mp hZ.eigenvectorUnitary.2
  have hU2 : U * Uᴴ = 1 := mem_unitaryGroup_iff.mp hZ.eigenvectorUnitary.2
  have hZU : Z * U = U * diagonal fun j => (hZ.eigenvalues j : ℂ) := by
    ext i j
    have h := congrFun (hZ.mulVec_eigenvectorBasis j) i
    rw [Matrix.mul_diagonal]
    refine Eq.trans h ?_
    exact (Complex.real_smul).trans (mul_comm _ _)
  refine ⟨U.submatrix id e, ?_, ?_, ?_⟩
  · have h : (U.submatrix id e)ᴴ * U.submatrix id e = (Uᴴ * U).submatrix e e := rfl
    rw [h, hU1, submatrix_one_equiv]
  · rw [conjTranspose_submatrix, submatrix_mul_equiv, hU2, submatrix_id_id]
  · have h : (U.submatrix id e)ᴴ * Z * U.submatrix id e = (Uᴴ * Z * U).submatrix e e := rfl
    rw [h, Matrix.mul_assoc, hZU, ← Matrix.mul_assoc, hU1, Matrix.one_mul]
    ext i j
    simp [Matrix.diagonal_apply, he]

/-- Ky Fan's maximum principle: over all `A` with `m` orthonormal columns, the greatest gain
is attained and equals the sum of the `m` largest eigenvalues of the Hermitian matrix `Z`. -/
theorem greatest_gain [DecidableEq ι] {Z : Matrix ι ι ℂ} (hZ : Z.IsHermitian)
    (hm : m ≤ Fintype.card ι) :
    IsGreatest (subspaceGain Z '' {A : Matrix ι (Fin m) ℂ | Aᴴ * A = 1})
      (∑ i : Fin m, hZ.eigenvalues₀ (Fin.castLE hm i)) := by
  obtain ⟨V, hV1, hV2, hD⟩ := ordered_diagonalisation hZ
  constructor
  · -- the first `m` eigenvectors attain the bound
    refine ⟨V.submatrix id (Fin.castLE hm), ?_, ?_⟩
    · have h : (V.submatrix id (Fin.castLE hm))ᴴ * V.submatrix id (Fin.castLE hm)
          = (Vᴴ * V).submatrix (Fin.castLE hm) (Fin.castLE hm) := rfl
      rw [Set.mem_ofPred_eq, h, hV1]
      exact submatrix_one _ (Fin.castLE_injective hm)
    · have h : (V.submatrix id (Fin.castLE hm))ᴴ * Z * V.submatrix id (Fin.castLE hm)
          = (Vᴴ * Z * V).submatrix (Fin.castLE hm) (Fin.castLE hm) := rfl
      rw [subspaceGain, h, hD]
      simp only [Matrix.trace, Matrix.diag_apply, submatrix_apply, diagonal_apply_eq,
        Complex.re_sum, Complex.ofReal_re]
  · rintro _ ⟨A, hA, rfl⟩
    have hA' : Aᴴ * A = 1 := hA
    -- coordinates of the trial states in the eigenbasis
    have hC : (Vᴴ * A)ᴴ * (Vᴴ * A) = 1 := by
      calc (Vᴴ * A)ᴴ * (Vᴴ * A) = Aᴴ * (V * Vᴴ) * A := by
            simp only [conjTranspose_mul, conjTranspose_conjTranspose, Matrix.mul_assoc]
        _ = 1 := by rw [hV2, Matrix.mul_one, hA']
    have hg : Aᴴ * Z * A = (Vᴴ * A)ᴴ * (Vᴴ * Z * V) * (Vᴴ * A) := by
      calc Aᴴ * Z * A = Aᴴ * (V * Vᴴ) * Z * (V * Vᴴ) * A := by
            rw [hV2, Matrix.mul_one, Matrix.mul_one]
        _ = _ := by
            simp only [conjTranspose_mul, conjTranspose_conjTranspose, Matrix.mul_assoc]
    have hgain : subspaceGain Z A = ∑ k, hZ.eigenvalues₀ k *
        ∑ a, Complex.normSq ((Vᴴ * A) k a) := by
      rw [subspaceGain, hg, hD, Matrix.mul_assoc, trace_mul_comm, Matrix.mul_assoc]
      simp only [Matrix.trace, Matrix.diag_apply, diagonal_mul, row_norm, Complex.re_sum,
        Complex.re_ofReal_mul, Complex.ofReal_re]
    have hs : ∑ k, ∑ a, Complex.normSq ((Vᴴ * A) k a) = (m : ℝ) := by
      have ht := trace_mul_comm (Vᴴ * A) (Vᴴ * A)ᴴ
      rw [hC, trace_one, Fintype.card_fin] at ht
      simp only [Matrix.trace, Matrix.diag_apply, row_norm] at ht
      exact_mod_cast ht
    rw [hgain]
    exact weighted_levels_le hm _ _ hZ.eigenvalues₀_antitone
      (fun k => Finset.sum_nonneg fun a _ => Complex.normSq_nonneg _)
      (weight_le_one _ hC) hs

/-- The neighbour matrix with real weights is Hermitian. -/
theorem neighbourMatrix_hermitian {α : Type*} (w : β → ℝ) (B : β → Matrix α (Fin m) ℂ) :
    (neighbourMatrix w B).IsHermitian := by
  simp [Matrix.IsHermitian, neighbourMatrix, conjTranspose_sum, conjTranspose_smul]

/-- The spread equals `m ∑ b, w b` minus the gain for the neighbour matrix. -/
theorem spread_eq (w : β → ℝ) (B : β → Matrix ι (Fin m) ℂ) (A : Matrix ι (Fin m) ℂ) :
    spread w B A = m * ∑ b, w b - subspaceGain (neighbourMatrix w B) A := by
  have h : Aᴴ * neighbourMatrix w B * A
      = ∑ b, (w b : ℂ) • ((Aᴴ * B b) * (Aᴴ * B b)ᴴ) := by
    simp only [neighbourMatrix, Matrix.mul_sum, Matrix.sum_mul, Matrix.mul_smul,
      Matrix.smul_mul, conjTranspose_mul, conjTranspose_conjTranspose, Matrix.mul_assoc]
  rw [subspaceGain, h, trace_sum]
  -- first take the weights out of the traces, then write the traces as sums
  simp only [trace_smul, smul_eq_mul, Complex.re_sum, Complex.re_ofReal_mul]
  simp only [Matrix.trace, Matrix.diag_apply, row_norm, Complex.re_sum, Complex.ofReal_re,
    spread, mul_sub, Finset.sum_sub_distrib]
  rw [← Finset.sum_mul, mul_comm]

/-- Disentanglement step: with the neighbours fixed, the least spread is attained and equals
`m ∑ b, w b` minus the sum of the `m` largest eigenvalues of the neighbour matrix. -/
theorem least_spread [DecidableEq ι] (w : β → ℝ) (B : β → Matrix ι (Fin m) ℂ)
    (hm : m ≤ Fintype.card ι) :
    IsLeast (spread w B '' {A : Matrix ι (Fin m) ℂ | Aᴴ * A = 1})
      (m * ∑ b, w b -
        ∑ i : Fin m, (neighbourMatrix_hermitian w B).eigenvalues₀ (Fin.castLE hm i)) := by
  obtain ⟨⟨A, hA, hg⟩, hub⟩ := greatest_gain (neighbourMatrix_hermitian w B) hm
  refine ⟨⟨A, hA, by rw [spread_eq, hg]⟩, ?_⟩
  rintro _ ⟨A', hA', rfl⟩
  have h := hub (Set.mem_image_of_mem _ hA')
  rw [spread_eq]
  linarith

end

end SubspaceSelection
```

```lean
#print axioms SubspaceSelection.trace_eq_gain
#print axioms SubspaceSelection.gain_gauge_invariant
#print axioms SubspaceSelection.greatest_gain
#print axioms SubspaceSelection.least_spread
```

```
'SubspaceSelection.trace_eq_gain' depends on axioms: [propext, Classical.choice, Quot.sound]
'SubspaceSelection.gain_gauge_invariant' depends on axioms: [propext, Classical.choice, Quot.sound]
'SubspaceSelection.greatest_gain' depends on axioms: [propext, Classical.choice, Quot.sound]
'SubspaceSelection.least_spread' depends on axioms: [propext, Classical.choice, Quot.sound]
```

## A maximum and a minimum, both attained

The type `ι` labels the bands available at the k-point. It is any finite type, and n denotes its number of elements, `Fintype.card ι`. A trial subspace is given by an n by m complex matrix A, whose columns are the selected states written in the band basis. The condition `Aᴴ * A = 1` says that these columns are orthonormal.

The quantity to be maximised is `subspaceGain Z A`, defined as the real part of tr(A†ZA) so that gains can be compared as real numbers. Nothing is lost by this: `trace_eq_gain` shows that for Hermitian Z the whole trace is real and equals the gain.

The eigenvalues are `hZ.eigenvalues₀`, listed with multiplicity in decreasing order and numbered from zero:

λ_0 ≥ λ_1 ≥ … ≥ λ_{n−1}.

The map `Fin.castLE hm`, which uses the hypothesis m ≤ n, picks out the first m of them. The theorem `greatest_gain` then says, through `IsGreatest`, that λ_0 + … + λ_{m−1} is the gain of some admissible A and that no admissible A has a larger gain. This is Ky Fan's maximum principle for a finite Hermitian matrix.

The theorem `least_spread` is the matching statement for the spread, with `IsLeast` in place of `IsGreatest`. Both theorems give the optimal value and say that it is attained; the eigenvectors that attain it are constructed in the proof.

## Overlaps with fixed neighbours

Let u_l be the orthonormal cell-periodic band states at the k-point, and let v_j^b be the m orthonormal states already selected at neighbour b. The matrix B_b holds their overlaps:

(B_b)_lj = ⟨u_l | v_j^b⟩.

Then (A†B_b)_ij is the overlap between trial state i and neighbouring state j. With a real weight w_b for each neighbour, which in practice comes from the finite-difference formula on the k-mesh, `spread` is

Σ_b w_b (m − Σ_ij |(A†B_b)_ij|²).

For orthonormal trial states and positive weights it measures how far the trial subspace is from its neighbours. With the finite-difference weights it corresponds to one k-point's contribution to the gauge-invariant part of the Wannier spread, up to normalisation. The matrix to diagonalise is `neighbourMatrix`:

Z = Σ_b w_b B_b B_b†.

If the columns of B_b are orthonormal, B_b B_b† is a projector. The file doesn't require this, so it also covers the usual case in which the bands at one k-point do not fully span the states selected at the next. Nor does it require positive weights; real ones are enough to make Z Hermitian, as `neighbourMatrix_hermitian` records.

For a finite set of bands at a single k-point with fixed neighbours, the update is therefore solved exactly by one diagonalisation. The theorems do not treat the repeated sweep over all k-points or its convergence, states that are forced to remain in the subspace, or the uniqueness of the optimal subspace.

When the columns of A are orthonormal, the gain depends on the subspace they span and not on the orthonormal basis chosen in it. If W is an m by m unitary matrix, cyclicity of the trace gives

tr(W†A†ZAW) = tr(A†ZA WW†) = tr(A†ZA),

which is `gain_gauge_invariant`.

## Eigenvalues weighted by the trial states

**Reality of the trace.** Since Z† = Z, the matrix A†ZA is its own adjoint. Its trace equals its own complex conjugate and is real. The proof of `trace_eq_gain` is this argument.

**The eigenbasis.** Choose a unitary V with V†ZV = diag(λ_0, …, λ_{n−1}), and let C = V†A be the trial states in the eigenbasis. Because VV† = 1,

C†C = A†VV†A = A†A = 1,

tr(A†ZA) = tr(C† diag(λ) C) = Σ_k λ_k p_k, where p_k = Σ_a |C_ka|².

The number p_k is the total weight of the m trial states on eigenvector k. In Lean, `ordered_diagonalisation` supplies V by relabelling the columns of Mathlib's eigenvector matrix so that they follow the decreasing list. Inside `greatest_gain`, the steps `hC` and `hgain` are the two displayed lines.

**No weight exceeds one.** The matrix P = CC† is Hermitian, and P² = C(C†C)C† = P. Its diagonal entries are P_kk = p_k, so

p_k = (PP†)_kk = Σ_l |P_kl|² ≥ |P_kk|² = p_k².

A number larger than one would violate p_k ≥ p_k², hence p_k ≤ 1. This is `weight_le_one`, where `row_norm` turns diagonal entries of MM† into sums of squares and `Finset.single_le_sum` keeps the single term l = k.

**The weights add up to m.** Cyclicity gives

Σ_k p_k = tr(CC†) = tr(C†C) = m,

which is the step `hs`.

**The bound.** What remains is a statement about real numbers, `weighted_levels_le`: weights between zero and one with total m do best on the first m levels. Take a threshold c with λ_k ≥ c for k < m and λ_k ≤ c for k ≥ m. If m < n, c = λ_m will do. If m = n, there are no levels with k ≥ m, and any c with c ≤ λ_k for every k works; the file takes −Σ_k |λ_k|. Then

(λ_k − c) p_k ≤ λ_k − c for k < m, because p_k ≤ 1,

(λ_k − c) p_k ≤ 0 for k ≥ m, because p_k ≥ 0.

Summing over k and using Σ_k p_k = m gives

Σ_k λ_k p_k − cm ≤ λ_0 + … + λ_{m−1} − cm,

and cm cancels. The two `nlinarith` calls prove the two inequalities from the products (λ_k − c)(1 − p_k) ≥ 0 and (c − λ_k) p_k ≥ 0, and the final `calc` step carries out the sum.

**Attainment.** Let A consist of the first m columns of V. They are orthonormal, and A†ZA is the leading m by m block of V†ZV:

A†ZA = diag(λ_0, …, λ_{m−1}).

Its trace is the bound. In the first half of `greatest_gain` this A appears as `V.submatrix id (Fin.castLE hm)`.

## From the gain to the spread

The sum of squared overlaps with one neighbour is itself a trace:

Σ_ij |(A†B_b)_ij|² = tr(A†B_b B_b†A).

Multiplying by w_b and summing over b produces tr(A†ZA), so

spread = m Σ_b w_b − tr(A†ZA).

This is `spread_eq`, and it holds for every A, orthonormal or not. The first term does not depend on A, so the spread is least exactly where the gain is greatest. The proof of `least_spread` takes the maximiser from `greatest_gain` as its minimiser and reverses the upper bound with `linarith`, which gives the least value

m Σ_b w_b − (λ_0 + … + λ_{m−1}),

where the λ_k are now the eigenvalues of the neighbour matrix.
